# The lowest IORA level of a finite matrix model lies between a negative lowest ZORA level and a Dirac eigenvalue

A computed lowest level E of the infinite-order regular approximation (IORA) does not by itself show on which side of the Dirac level it lies, or whether it improves on the lowest level e of the zeroth-order approximation (ZORA). For one-electron finite matrices with a Hermitian Dirac matrix D, invertible 2c² − W and e < 0, the answer is

e ≤ E ≤ λₙ₋₁.

Here energies are counted from the electron's rest energy, c is the speed of light, and W is the matrix of the potential in the lower-component basis. The eigenvalues of D are λ₀ ≥ λ₁ ≥ …, and n is the number of upper-component basis functions; both bases are orthonormal. If the n highest Dirac levels are the electronic ones, E is never above the lowest electronic level of D, and it is at least as close to that level as e is.

## Matrices and lowest levels

In Lean 4 with Mathlib:

```lean
import Mathlib

open Matrix
open scoped ComplexOrder

namespace IORALowestLevel

noncomputable section

variable {n m k : Type*} [Fintype n] [DecidableEq n] [Fintype m] [DecidableEq m]
  [Fintype k] [DecidableEq k]
```

The types `n` and `m` label orthonormal upper- and lower-component basis functions; `k` labels any finite basis. In the prose, n and m also denote the numbers of these functions.

```lean
/-- The squared norm of a complex vector. -/
def sqNorm (x : n → ℂ) : ℝ := ∑ i, ‖x i‖ ^ 2
```

This is ‖x‖² = Σᵢ |xᵢ|².

```lean
/-- The real part of the quadratic form `⟨x, A x⟩`. -/
def expect (A : Matrix n n ℂ) (x : n → ℂ) : ℝ := (star x ⬝ᵥ A *ᵥ x).re
```

This is Re⟨x, Ax⟩. For Hermitian A, dividing by ‖x‖² gives the expectation value.

```lean
/-- `E` is the lowest real eigenvalue of the pencil `H φ = E S φ`. -/
def IsLowest (H S : Matrix n n ℂ) (E : ℝ) : Prop :=
  IsLeast {E : ℝ | ∃ φ : n → ℂ, φ ≠ 0 ∧ H *ᵥ φ = (E : ℂ) • (S *ᵥ φ)} E
```

E is the smallest real number for which Hφ = ESφ has a nonzero solution.

```lean
/-- The matrix `2c² - W`. -/
def gap (c : ℝ) (W : Matrix m m ℂ) : Matrix m m ℂ := ((2 * c ^ 2 : ℝ) : ℂ) • 1 - W
```

c is the speed of light in atomic units, and W is the potential in the lower basis.

```lean
/-- The Dirac matrix with blocks `V`, `cPᴴ`, `cP` and `W - 2c²`. -/
def dirac (c : ℝ) (V : Matrix n n ℂ) (W : Matrix m m ℂ) (P : Matrix m n ℂ) :
    Matrix (n ⊕ m) (n ⊕ m) ℂ :=
  fromBlocks V ((c : ℂ) • Pᴴ) ((c : ℂ) • P) (W - ((2 * c ^ 2 : ℝ) : ℂ) • 1)
```

V is the potential in the upper basis and P the matrix of σ·p. Energies are counted from the electron's rest energy.

```lean
/-- The regular coupling `X = c (2c² - W)⁻¹ P`, meant for invertible `2c² - W`. -/
def coupling (c : ℝ) (W : Matrix m m ℂ) (P : Matrix m n ℂ) : Matrix m n ℂ :=
  (c : ℂ) • ((gap c W)⁻¹ * P)
```

Setting the energy to zero in the lower Dirac row gives cPx = (2c² − W)y, hence y = Xx.

```lean
/-- The ZORA matrix `H = V + c Pᴴ X`, meant for invertible `2c² - W`. -/
def zora (c : ℝ) (V : Matrix n n ℂ) (W : Matrix m m ℂ) (P : Matrix m n ℂ) :
    Matrix n n ℂ :=
  V + (c : ℂ) • (Pᴴ * coupling c W P)
```

Inserting y into the upper row gives H = V + cPᴴX. In this matrix model ZORA uses H with metric 1, and IORA uses the same H with metric 1 + XᴴX. The inverse is taken within the lower basis; integrating the operator σ·p c²/(2c² − v) σ·p directly, with v the potential as a function of position, in general gives a different matrix.

## The variational principle

```lean
omit [DecidableEq n] in
/-- A nonzero vector has positive squared norm. -/
theorem sqNorm_pos {x : n → ℂ} (hx : x ≠ 0) : 0 < sqNorm x := by
  obtain ⟨i, hi⟩ := Function.ne_iff.mp hx
  exact Finset.sum_pos' (fun _ _ => sq_nonneg _)
    ⟨i, Finset.mem_univ i, pow_pos (norm_pos_iff.mpr hi) 2⟩
```

Some |xᵢ|² is positive, so the sum is.

```lean
omit [DecidableEq n] in
/-- The inner product of a complex vector with itself, conjugated in the first factor, is its
squared norm. -/
theorem star_dot_self (x : n → ℂ) : star x ⬝ᵥ x = (sqNorm x : ℂ) := by
  rw [sqNorm, Complex.ofReal_sum]
  refine Finset.sum_congr rfl fun i _ => ?_
  rw [← Complex.normSq_eq_norm_sq, Complex.normSq_eq_conj_mul_self]
  rfl
```

That is, ⟨x, x⟩ = ‖x‖².

```lean
omit [DecidableEq m] in
/-- The quadratic form of the metric `1 + YᴴY` at `x` is the sum of the squared norms of `x` and
`Y x`. -/
theorem expect_metric (Y : Matrix m n ℂ) (x : n → ℂ) :
    expect (1 + Yᴴ * Y) x = sqNorm x + sqNorm (Y *ᵥ x) := by
  have h : star x ⬝ᵥ (1 + Yᴴ * Y) *ᵥ x = star x ⬝ᵥ x + star (Y *ᵥ x) ⬝ᵥ (Y *ᵥ x) := by
    rw [Matrix.add_mulVec, Matrix.one_mulVec, dotProduct_add, ← Matrix.mulVec_mulVec,
      Matrix.dotProduct_mulVec _ Yᴴ, ← Matrix.star_mulVec]
  rw [expect, h, star_dot_self, star_dot_self, ← Complex.ofReal_add, Complex.ofReal_re]
```

Moving Yᴴ to the left gives ⟨x, (1 + YᴴY)x⟩ = ‖x‖² + ‖Yx‖².

```lean
omit [DecidableEq m] in
/-- For Hermitian `H` in nonzero dimension the pencil `(H, 1 + YᴴY)` has a lowest
eigenvalue, and it bounds the quotient of the two quadratic forms from below. -/
theorem exists_lowest [Nonempty n] {H : Matrix n n ℂ} (hH : H.IsHermitian)
    (Y : Matrix m n ℂ) : ∃ E, IsLowest H (1 + Yᴴ * Y) E ∧
      ∀ x, E * (sqNorm x + sqNorm (Y *ᵥ x)) ≤ expect H x := by
  have hSh : (1 + Yᴴ * Y).IsHermitian :=
    Matrix.isHermitian_one.add (Matrix.isHermitian_conjTranspose_mul_self Y)
  have hSN := expect_metric Y
  generalize 1 + Yᴴ * Y = S at hSh hSN ⊢
  have hpos : ∀ x, x ≠ 0 → 0 < expect S x := fun x hx => by
    rw [hSN]
    exact add_pos_of_pos_of_nonneg (sqNorm_pos hx) (Finset.sum_nonneg fun _ _ => sq_nonneg _)
  have hcont : ∀ A : Matrix n n ℂ, Continuous (expect A) := fun A => by
    have h : Continuous fun x : n → ℂ => star x ⬝ᵥ A *ᵥ x := by
      simp only [dotProduct, Matrix.mulVec, Pi.star_apply]
      fun_prop
    exact Complex.continuous_re.comp h
  have hscale : ∀ (A : Matrix n n ℂ) (r : ℝ) (x : n → ℂ),
      expect A ((r : ℂ) • x) = r ^ 2 * expect A x := fun A r x => by
    simp only [expect, star_smul, Matrix.mulVec_smul, smul_dotProduct, dotProduct_smul,
      smul_eq_mul, Complex.star_def, Complex.conj_ofReal, Complex.re_ofReal_mul]
    ring
  have hne : ∀ x ∈ Metric.sphere (0 : n → ℂ) 1, x ≠ 0 := by
    rintro x hx rfl
    simp at hx
  -- the quotient attains its minimum on the unit sphere
  have hq : ContinuousOn (fun x => expect H x / expect S x) (Metric.sphere (0 : n → ℂ) 1) :=
    (hcont H).continuousOn.div (hcont S).continuousOn fun x hx => (hpos x (hne x hx)).ne'
  obtain ⟨φ, hφ, hmin⟩ := (isCompact_sphere (0 : n → ℂ) 1).exists_isMinOn
    ⟨fun _ => 1, by rw [mem_sphere_zero_iff_norm, pi_norm_const, norm_one]⟩ hq
  obtain ⟨E, hE⟩ : ∃ E, E = expect H φ / expect S φ := ⟨_, rfl⟩
  have hvar : ∀ x, E * expect S x ≤ expect H x := fun x => by
    by_cases hx : x = 0
    · simp [hx, expect]
    have hr : 0 < ‖x‖ := norm_pos_iff.mpr hx
    have hc : (‖x‖⁻¹) ^ 2 ≠ 0 := by positivity
    have hy := isMinOn_iff.mp hmin (((‖x‖⁻¹ : ℝ) : ℂ) • x) (by
      rw [mem_sphere_zero_iff_norm, norm_smul, Complex.norm_real, norm_inv, norm_norm,
        inv_mul_cancel₀ hr.ne'])
    simp only [hscale] at hy
    rw [mul_div_mul_left _ _ hc, ← hE] at hy
    exact (le_div_iff₀ (hpos x hx)).mp hy
  have hreal : ∀ A : Matrix n n ℂ, A.IsHermitian → ∀ x,
      star x ⬝ᵥ A *ᵥ x = (expect A x : ℂ) := fun A hA x => by
    have h : star (star x ⬝ᵥ A *ᵥ x) = star x ⬝ᵥ A *ᵥ x := by
      rw [← Matrix.star_dotProduct, Matrix.star_mulVec, hA.eq, ← Matrix.dotProduct_mulVec]
    exact (Complex.conj_eq_iff_re.mp h).symm
  -- the minimiser is a null vector of the positive semidefinite matrix `H - E S`
  have hM : (H - (E : ℂ) • S).IsHermitian := by
    rw [Matrix.IsHermitian, Matrix.conjTranspose_sub, Matrix.conjTranspose_smul, hH.eq,
      hSh.eq, Complex.star_def, Complex.conj_ofReal]
  have hMx : ∀ x, star x ⬝ᵥ (H - (E : ℂ) • S) *ᵥ x
      = ((expect H x - E * expect S x : ℝ) : ℂ) := fun x => by
    rw [Matrix.sub_mulVec, Matrix.smul_mulVec, dotProduct_sub, dotProduct_smul,
      hreal H hH, hreal S hSh, smul_eq_mul, Complex.ofReal_sub, Complex.ofReal_mul]
  have hpsd : (H - (E : ℂ) • S).PosSemidef :=
    Matrix.PosSemidef.of_dotProduct_mulVec_nonneg hM fun x => by
      rw [hMx]
      exact Complex.zero_le_real.mpr (sub_nonneg.mpr (hvar x))
  have heig := (hpsd.dotProduct_mulVec_zero_iff φ).mp (by
    rw [hMx, hE, div_mul_cancel₀ _ (hpos φ (hne φ hφ)).ne', sub_self, Complex.ofReal_zero])
  rw [Matrix.sub_mulVec, Matrix.smul_mulVec, sub_eq_zero] at heig
  refine ⟨E, ⟨⟨φ, hne φ hφ, heig⟩, ?_⟩, fun x => by rw [← hSN]; exact hvar x⟩
  rintro E' ⟨ψ, hψ, h⟩
  have h1 := hvar ψ
  have h2 : expect H ψ = E' * expect S ψ := by
    simp only [expect, h, dotProduct_smul, smul_eq_mul, Complex.re_ofReal_mul]
  rw [h2] at h1
  exact le_of_mul_le_mul_right h1 (hpos ψ hψ)
```

Let S = 1 + YᴴY. The quotient ⟨x, Hx⟩/⟨x, Sx⟩ is continuous on a compact sphere, so it has a minimum E at some φ. Rescaling x leaves it unchanged, hence ⟨x, (H − ES)x⟩ ≥ 0 for all x (`hvar`), with equality at φ. A positive semidefinite matrix annihilates such a φ, so Hφ = ESφ (`heig`). Any other real eigenvalue is a value of the quotient, hence at least E.

```lean
omit [DecidableEq m] in
/-- Variational principle: for Hermitian `H` the lowest eigenvalue of `(H, 1 + YᴴY)` bounds
the energy of every trial vector from below. -/
theorem lowest_le {H : Matrix n n ℂ} (hH : H.IsHermitian) {Y : Matrix m n ℂ} {E : ℝ}
    (hE : IsLowest H (1 + Yᴴ * Y) E) (x : n → ℂ) :
    E * (sqNorm x + sqNorm (Y *ᵥ x)) ≤ expect H x := by
  obtain ⟨φ, hφ, _⟩ := hE.1
  obtain ⟨i, _⟩ := Function.ne_iff.mp hφ
  have : Nonempty n := ⟨i⟩
  obtain ⟨E₀, h₀, hv⟩ := exists_lowest hH Y
  rw [IsLeast.unique hE h₀]
  exact hv x
```

A least element is unique, so every lowest E obeys this bound.

```lean
omit [DecidableEq m] in
/-- If the lowest eigenvalue `e` of a Hermitian `H` is negative, the metric `1 + YᴴY` does not
lower it, and leaves it in place exactly when `Y` annihilates some eigenvector for `e`. -/
theorem metric_raises {H : Matrix n n ℂ} (hH : H.IsHermitian) {Y : Matrix m n ℂ} {e E : ℝ}
    (he : IsLowest H 1 e) (hneg : e < 0) (hE : IsLowest H (1 + Yᴴ * Y) E) :
    e ≤ E ∧ (E = e ↔ ∃ φ : n → ℂ, φ ≠ 0 ∧ H *ᵥ φ = (e : ℂ) • φ ∧ Y *ᵥ φ = 0) := by
  have hev : ∀ x, e * sqNorm x ≤ expect H x := fun x => by
    have h := lowest_le hH (Y := (0 : Matrix n n ℂ)) (E := e) (by simpa using he) x
    simpa [sqNorm] using h
  obtain ⟨ψ, hψ, h⟩ := hE.1
  have hq : expect H ψ = E * (sqNorm ψ + sqNorm (Y *ᵥ ψ)) := by
    rw [← expect_metric Y ψ]
    simp only [expect, h, dotProduct_smul, smul_eq_mul, Complex.re_ofReal_mul]
  have hs := sqNorm_pos hψ
  have ht : 0 ≤ sqNorm (Y *ᵥ ψ) := Finset.sum_nonneg fun _ _ => sq_nonneg _
  have h1 := hev ψ
  have hle : e ≤ E := by
    refine le_of_mul_le_mul_right (a := sqNorm ψ + sqNorm (Y *ᵥ ψ)) ?_ (by linarith)
    have := mul_nonpos_of_nonpos_of_nonneg hneg.le ht
    linarith
  refine ⟨hle, fun hEe => ?_, ?_⟩
  · have hY : Y *ᵥ ψ = 0 := by
      by_contra h0
      have := mul_neg_of_neg_of_pos hneg (sqNorm_pos h0)
      rw [hq, hEe] at h1
      linarith
    refine ⟨ψ, hψ, ?_, hY⟩
    rw [h, hEe, Matrix.add_mulVec, Matrix.one_mulVec, ← Matrix.mulVec_mulVec, hY,
      Matrix.mulVec_zero, add_zero]
  · rintro ⟨φ, hφ, h2, hY⟩
    have h3 := lowest_le hH hE φ
    have h4 : expect H φ = e * sqNorm φ := by
      rw [expect, h2, dotProduct_smul, star_dot_self, smul_eq_mul, Complex.re_ofReal_mul,
        Complex.ofReal_re]
    have h5 : sqNorm (0 : m → ℂ) = 0 := by simp [sqNorm]
    rw [hY, h5, add_zero, h4] at h3
    exact le_antisymm (le_of_mul_le_mul_right h3 (sqNorm_pos hφ)) hle
```

Let ψ be an eigenvector for E, s = ‖ψ‖² and t = ‖Yψ‖². Since e < 0,

e(s + t) ≤ es ≤ ⟨ψ, Hψ⟩ = E(s + t),

so e ≤ E. If E = e, then et = 0, so Yψ = 0 and Hψ = eψ. Conversely, an eigenvector φ for e with Yφ = 0 gives E‖φ‖² ≤ e‖φ‖², so E = e.

A positive e can break the lower bound. Take a free particle with n = m = 1, V = W = 0, P = 1 and any c > 0. Then X = 1/(2c) and e = H = 1/2, but E = (1/2)/(1 + 1/(4c²)) < e.

## Reaching the Dirac spectrum

```lean
omit [DecidableEq n] in
/-- If the quotient of a Hermitian `A` is at least `E` on the range of an injective `B`, then
each of the `n` largest eigenvalues of `A` is at least `E`, `n` being the dimension of the
domain of `B`. -/
theorem le_eigenvalue {A : Matrix k k ℂ} (hA : A.IsHermitian) (B : Matrix k n ℂ)
    (hB : ∀ x, x ≠ 0 → B *ᵥ x ≠ 0) {E : ℝ}
    (h : ∀ x, E * sqNorm (B *ᵥ x) ≤ expect A (B *ᵥ x))
    (j : Fin (Fintype.card k)) (hj : j.val < Fintype.card n) : E ≤ hA.eigenvalues₀ j := by
  let σ : k ≃ Fin (Fintype.card k) := (Fintype.equivOfCardEq (Fintype.card_fin _)).symm
  let u : k → k → ℂ := fun i => (hA.eigenvectorBasis i).ofLp
  have hu : ∀ i, A *ᵥ u i = (hA.eigenvalues i : ℂ) • u i := fun i =>
    (hA.mulVec_eigenvectorBasis i).trans (by ext l; simp [u])
  -- a nonzero vector of the range orthogonal to the eigenvectors above level `j`
  let R : Matrix (Fin j.val) k ℂ :=
    Matrix.of fun i l => star (u (σ.symm ⟨i.val, i.2.trans j.2⟩) l)
  have hker : LinearMap.ker (R * B).mulVecLin ≠ ⊥ :=
    LinearMap.ker_ne_bot_of_finrank_lt (by simpa using hj)
  obtain ⟨x, hx, hx0⟩ := Submodule.exists_mem_ne_zero_of_ne_bot hker
  rw [LinearMap.mem_ker, Matrix.mulVecLin_apply, ← Matrix.mulVec_mulVec] at hx
  have hv0 := hB x hx0
  have hv := h x
  generalize B *ᵥ x = v at hx hv0 hv
  have ha : ∀ i, σ i < j → star (u i) ⬝ᵥ v = 0 := fun i hi => by
    have h1 : star (u (σ.symm (σ i))) ⬝ᵥ v = 0 := congrFun hx ⟨(σ i).val, hi⟩
    rwa [σ.symm_apply_apply] at h1
  -- expansion in the eigenbasis
  have hin : ∀ x y : EuclideanSpace ℂ k, inner ℂ x y = star x.ofLp ⬝ᵥ y.ofLp := fun x y => by
    rw [EuclideanSpace.inner_eq_star_dotProduct, dotProduct_comm]
  have hc : ∀ w, ∑ i, (star v ⬝ᵥ u i) * (star (u i) ⬝ᵥ w) = star v ⬝ᵥ w := fun w => by
    have h1 := hA.eigenvectorBasis.sum_inner_mul_inner (WithLp.toLp 2 v) (WithLp.toLp 2 w)
    simp only [hin] at h1
    exact h1
  have hp : ∀ i, star v ⬝ᵥ u i = star (star (u i) ⬝ᵥ v) := fun i => Matrix.star_dotProduct _ _
  have hAu : ∀ i, star (u i) ⬝ᵥ A *ᵥ v = (hA.eigenvalues i : ℂ) * (star (u i) ⬝ᵥ v) :=
    fun i => by
      have h1 : star (u i) ᵥ* A = star (A *ᵥ u i) := by rw [Matrix.star_mulVec, hA.eq]
      rw [Matrix.dotProduct_mulVec, h1, hu, star_smul, smul_dotProduct, smul_eq_mul,
        Complex.star_def, Complex.conj_ofReal]
  have hsq : sqNorm v = ∑ i, Complex.normSq (star (u i) ⬝ᵥ v) := by
    have h1 : sqNorm v = (star v ⬝ᵥ v).re := by rw [star_dot_self, Complex.ofReal_re]
    rw [h1, ← hc v, Complex.re_sum]
    refine Finset.sum_congr rfl fun i _ => ?_
    rw [hp, Complex.star_def, ← Complex.normSq_eq_conj_mul_self, Complex.ofReal_re]
  have hex : expect A v = ∑ i, hA.eigenvalues i * Complex.normSq (star (u i) ⬝ᵥ v) := by
    rw [expect, ← hc (A *ᵥ v), Complex.re_sum]
    refine Finset.sum_congr rfl fun i _ => ?_
    rw [hp, hAu, Complex.star_def, mul_left_comm, ← Complex.normSq_eq_conj_mul_self,
      ← Complex.ofReal_mul, Complex.ofReal_re]
  have hle : expect A v ≤ hA.eigenvalues₀ j * sqNorm v := by
    rw [hex, hsq, Finset.mul_sum]
    refine Finset.sum_le_sum fun i _ => ?_
    by_cases hi : σ i < j
    · rw [ha i hi]
      simp
    · exact mul_le_mul_of_nonneg_right (hA.eigenvalues₀_antitone (not_lt.mp hi))
        (Complex.normSq_nonneg _)
  exact le_of_mul_le_mul_right (hv.trans hle) (sqNorm_pos hv0)
```

Let uᵢ be the orthonormal eigenvectors of A, with eigenvalues λᵢ in decreasing order from i = 0; `σ` translates basis labels into these positions. Requiring v = Bx to be orthogonal to u₀, …, uⱼ₋₁ imposes j linear conditions on n > j unknowns, so some x ≠ 0 satisfies them (`hker`), and v ≠ 0 because B is injective. Then

E‖v‖² ≤ ⟨v, Av⟩ = Σ_{i≥j} λᵢ|⟨uᵢ, v⟩|² ≤ λⱼ‖v‖²,

and dividing by ‖v‖² gives E ≤ λⱼ.

```lean
omit [DecidableEq n] in
/-- For invertible `2c² - W` the Dirac matrix sends `(x, X x)` to `(H x, 0)`, with `H` the
ZORA matrix. -/
theorem dirac_mulVec {c : ℝ} (V : Matrix n n ℂ) {W : Matrix m m ℂ} (P : Matrix m n ℂ)
    (hG : IsUnit (gap c W)) (x : n → ℂ) :
    dirac c V W P *ᵥ Sum.elim x (coupling c W P *ᵥ x) = Sum.elim (zora c V W P *ᵥ x) 0 := by
  have hX : gap c W * coupling c W P = (c : ℂ) • P := by
    rw [coupling, Matrix.mul_smul, ← Matrix.mul_assoc,
      Matrix.mul_nonsing_inv _ ((Matrix.isUnit_iff_isUnit_det _).mp hG), Matrix.one_mul]
  have hW : W - ((2 * c ^ 2 : ℝ) : ℂ) • 1 = -gap c W := (neg_sub _ _).symm
  rw [dirac, Matrix.fromBlocks_mulVec, Sum.elim_comp_inl, Sum.elim_comp_inr, hW]
  congr 1
  · rw [zora, Matrix.add_mulVec, Matrix.mulVec_mulVec, Matrix.smul_mul]
  · rw [Matrix.mulVec_mulVec, Matrix.neg_mul, hX, Matrix.neg_mulVec, add_neg_cancel]
```

The upper row is Vx + cPᴴXx = Hx. The lower is cPx − (2c² − W)Xx = cPx − cPx = 0.

```lean
omit [Fintype n] [DecidableEq n] in
/-- The ZORA matrix is Hermitian when the Dirac matrix is. -/
theorem zora_isHermitian {c : ℝ} {V : Matrix n n ℂ} {W : Matrix m m ℂ} {P : Matrix m n ℂ}
    (hD : (dirac c V W P).IsHermitian) : (zora c V W P).IsHermitian := by
  obtain ⟨hV, -, -, hW⟩ := Matrix.isHermitian_fromBlocks_iff.mp hD
  have hG : (gap c W)ᴴ = gap c W := by
    have h : gap c W = -(W - ((2 * c ^ 2 : ℝ) : ℂ) • 1) := (neg_sub _ _).symm
    rw [h, Matrix.conjTranspose_neg, hW.eq]
  simp only [Matrix.IsHermitian, zora, coupling, Matrix.conjTranspose_add,
    Matrix.conjTranspose_smul, Matrix.conjTranspose_mul, Matrix.conjTranspose_conjTranspose,
    Matrix.conjTranspose_nonsing_inv, hG, hV.eq, Complex.star_def, Complex.conj_ofReal,
    Matrix.mul_smul, Matrix.mul_assoc]
```

V and W are Hermitian, so H = V + c²Pᴴ(2c² − W)⁻¹P is too.

```lean
/-- Let the Dirac matrix be Hermitian, `2c² - W` invertible, and the lowest ZORA eigenvalue `e`
negative with unit eigenvector `φ`. The lowest IORA eigenvalue lies between `e` and the smaller
of `e / (1 + ‖X φ‖²)` and the `n`-th largest Dirac eigenvalue, `n` being the size of `V`. -/
theorem iora_lowest_bounds {c : ℝ} {V : Matrix n n ℂ} {W : Matrix m m ℂ} {P : Matrix m n ℂ}
    (hD : (dirac c V W P).IsHermitian) (hG : IsUnit (gap c W)) {e E : ℝ}
    (he : IsLowest (zora c V W P) 1 e) (hneg : e < 0) {φ : n → ℂ}
    (hφ : zora c V W P *ᵥ φ = (e : ℂ) • φ) (hunit : sqNorm φ = 1)
    (hE : IsLowest (zora c V W P) (1 + (coupling c W P)ᴴ * coupling c W P) E)
    (j : Fin (Fintype.card (n ⊕ m))) (hj : j.val + 1 = Fintype.card n) :
    e ≤ E ∧ E ≤ min (e / (1 + sqNorm (coupling c W P *ᵥ φ))) (hD.eigenvalues₀ j) := by
  have hH := zora_isHermitian hD
  refine ⟨(metric_raises hH he hneg hE).1, le_min ?_ ?_⟩
  · -- the ZORA eigenvector as trial vector
    have h1 := lowest_le hH hE φ
    have h2 : expect (zora c V W P) φ = e := by
      rw [expect, hφ, dotProduct_smul, star_dot_self, hunit, smul_eq_mul,
        Complex.re_ofReal_mul, Complex.ofReal_re, mul_one]
    have ht : 0 ≤ sqNorm (coupling c W P *ᵥ φ) := Finset.sum_nonneg fun _ _ => sq_nonneg _
    rw [hunit, h2] at h1
    exact (le_div_iff₀ (by linarith)).mpr h1
  · -- the IORA quotient is the Dirac quotient on the vectors `(x, X x)`
    have hB : ∀ x, Matrix.fromRows (1 : Matrix n n ℂ) (coupling c W P) *ᵥ x
        = Sum.elim x (coupling c W P *ᵥ x) := fun x => by
      rw [Matrix.fromRows_mulVec, Matrix.one_mulVec]
    refine le_eigenvalue hD (Matrix.fromRows 1 (coupling c W P)) (fun x hx h0 => ?_)
      (fun x => ?_) j (by omega)
    · rw [hB] at h0
      exact hx (funext fun i => congrFun h0 (Sum.inl i))
    · have h1 : sqNorm (Sum.elim x (coupling c W P *ᵥ x))
          = sqNorm x + sqNorm (coupling c W P *ᵥ x) := by
        simp only [sqNorm, Fintype.sum_sum_type, Sum.elim_inl, Sum.elim_inr]
      have h2 : expect (dirac c V W P) (Sum.elim x (coupling c W P *ᵥ x))
          = expect (zora c V W P) x := by
        rw [expect, dirac_mulVec V P hG, expect]
        simp [dotProduct, Fintype.sum_sum_type]
      rw [hB, h1, h2]
      exact lowest_le hH hE x

end

end IORALowestLevel
```

`hD` and `hG` say that D is Hermitian and 2c² − W invertible; `he` and `hE` define e and E; `hφ` and `hunit` make φ a unit ZORA eigenvector for e; `hj` sets j = n − 1. The conclusion is

e ≤ E ≤ min(e/(1 + ‖Xφ‖²), λₙ₋₁).

The left bound is `metric_raises` with Y = X. The trial vector φ gives E(1 + ‖Xφ‖²) ≤ ⟨φ, Hφ⟩ = e, hence the first upper bound. For the second, put Bx = (x, Xx), which is injective. Then

⟨Bx, DBx⟩ = ⟨x, Hx⟩ ≥ E(‖x‖² + ‖Xx‖²) = E‖Bx‖²,

and `le_eigenvalue` applies.

The hypotheses do not ensure that λₙ₋₁ is an electronic level, and nothing is said about the basis-set limit.

Restricting B to the span of the r highest IORA eigenvectors, the same count shows by hand that the r-th largest IORA eigenvalue is at most the r-th largest Dirac eigenvalue, for 1 ≤ r ≤ n.

```lean
#print axioms IORALowestLevel.iora_lowest_bounds
```

```
'IORALowestLevel.iora_lowest_bounds' depends on axioms: [propext, Classical.choice, Quot.sound]
```
